# Bounds and a sum rule for Coriolis constants of orthonormal modes

After diagonalising the mass-weighted Hessian of a molecule with $N$ atoms, a vibration–rotation code takes the eigenvectors two at a time, forms their cross product atom by atom, and adds up. The eigenvector of mode $k$ assigns a vector $l_{k,i}\in\mathbb R^3$ to each atom $i$, and for a unit vector $n$ along a chosen axis the Coriolis constant of modes $k$ and $m$ is

$$\zeta^{n}_{km} = n\cdot\sum_i l_{k,i}\times l_{m,i}.$$

For the $z$ axis this is $\zeta_{km}=\sum_i\,(l^{x}_{k,i}\,l^{y}_{m,i}-l^{y}_{k,i}\,l^{x}_{m,i})$, where the superscripts denote Cartesian components. The table of these numbers obeys constraints that need nothing beyond orthonormality of the vectors, and a code can evaluate them as soon as the table is filled.

## The bounds

For two displacements $a$ and $b$ of all atoms, write $\langle a,b\rangle=\sum_i a_i\cdot b_i$. Let the modes be a finite family with $\langle l_k,l_m\rangle=\delta_{km}$, and let $n\cdot n=1$. Then for all modes $k$ and $m$

$$\zeta^n_{km}=-\zeta^n_{mk},\qquad |\zeta^n_{km}|\le 1,\qquad \sum_j(\zeta^n_{kj})^2\le 1,$$

where $j$ runs over all modes of the family. The last inequality has the sharper form

$$\sum_m(\zeta^n_{km})^2\le 1-\sum_i (n\cdot l_{k,i})^2,$$

and this is an equality when the family has $3N$ members.

## Use in a code

With mass-weighted displacements $\sum_k Q_k\,l_{k,i}$ and momenta $\sum_m P_m\,l_{m,i}$, where $Q_k$ are normal coordinates and $P_m$ their conjugate momenta, the angular momentum of the vibration along $n$ is $\sum_{k,m}\zeta^n_{km}Q_kP_m$. The constants thus enter the Coriolis terms of the vibration–rotation Hamiltonian in the Eckart frame, where they are multiplied by elements of the inverse inertia tensor, and the bounds limit the constants for any finite set of real, orthonormal mode vectors.

Antisymmetry allows storage of one triangle of the table and fixes the diagonal at zero. It holds for arbitrary vectors, so it tests the cross-product loop and says nothing about normalisation. The inequalities are proved from orthonormality in the plain scalar product $\langle\cdot,\cdot\rangle$, which mass-weighted eigenvectors have once they are normalised and chosen orthogonal within each degenerate eigenvalue. The bound $|\zeta^n_{km}|\le1$ would already follow from normalisation, while the row-sum bounds can fail without orthogonality: for one atom and the $z$ axis, a unit vector along $x$ and two copies of a unit vector along $y$ give a row sum of 2. Cartesian displacements, obtained by dividing $l_{k,i}$ by the square root of the mass of atom $i$, are in general not orthonormal in it, and the hypothesis is then not met. The equality is two-sided, so it also detects a row sum that is too small, which the inequalities do not. It does not replace the antisymmetry test: a loop that adds $l^{y}_{k,i}\,l^{x}_{m,i}$ instead of subtracting it produces a symmetric table that still satisfies the equality and the inequalities. The equality applies to the full $3N\times 3N$ eigenvector matrix, before the vectors for translation and rotation are discarded.

## Derivation

Antisymmetry follows from $a_i\times b_i=-\,b_i\times a_i$ for each atom. Define $\zeta^n(a,b)=n\cdot\sum_i a_i\times b_i$, so that $\zeta^n_{km}=\zeta^n(l_k,l_m)$. Summing over atoms and taking the component along $n$ gives $\zeta^n(a,b)=-\zeta^n(b,a)$.

The bounds come from writing $\zeta^n$ as an overlap. Let $J$ be the infinitesimal rotation about $n$ applied to each displacement vector, $(Ja)_i=n\times a_i$. The cyclic rule for the triple product, used twice, gives

$$n\cdot(a_i\times b_i)=a_i\cdot(b_i\times n)=b_i\cdot(n\times a_i),$$

and the sum over atoms is $\zeta^n(a,b)=\langle Ja,b\rangle$. Row $k$ of the table therefore lists the components of the single vector $Jl_k$ along the modes.

The length of $Ja$ follows from Lagrange's identity $|n\times a_i|^2=(n\cdot n)(a_i\cdot a_i)-(n\cdot a_i)^2$:

$$\langle Ja,Ja\rangle=(n\cdot n)\,\langle a,a\rangle-\sum_i(n\cdot a_i)^2 .$$

For a unit axis and $a=l_k$ this is $1-\sum_i(n\cdot l_{k,i})^2$.

Bessel's inequality bounds the components of any displacement $v$. Put $c_m=\langle v,l_m\rangle$ and $w=\sum_m c_m l_m$. Linearity gives $\langle v,w\rangle=\sum_m c_m^2$. Orthonormality gives $\langle w,l_k\rangle=\sum_m c_m\delta_{km}=c_k$, and hence $\langle w,w\rangle=\sum_m c_m\langle w,l_m\rangle=\sum_m c_m^2$. Then

$$0\le\langle v-w,v-w\rangle=\langle v,v\rangle-2\sum_m c_m^2+\sum_m c_m^2=\langle v,v\rangle-\sum_m c_m^2 .$$

With $v=Jl_k$ the coefficients are $c_m=\zeta^n_{km}$, and the sharper bound results. The subtracted sum of squares is nonnegative, so the row sum is at most 1. A single term $(\zeta^n_{km})^2$ is at most the row sum, so $|\zeta^n_{km}|\le1$.

For $3N$ vectors, combine atom and Cartesian component into one index $p$ and let $M$ be the matrix whose entry $M_{mp}$ is component $p$ of $l_m$. Orthonormality reads $MM^{T}=1$. Since $M$ is square, $M^{T}M=1$ as well. If $u$ is the column of components of $Jl_k$, then $\zeta^n_{km}=(Mu)_m$, and

$$\sum_m(\zeta^n_{km})^2=u^{T}M^{T}Mu=u^{T}u=1-\sum_i(n\cdot l_{k,i})^2 .$$

## A numerical instance

Take two atoms, numbered 0 and 1, the axis $z$, and three vectors written as (atom 0; atom 1):

$$l_0=\big((\tfrac35,0,0);\,(0,0,\tfrac45)\big),\quad l_1=\big((0,\tfrac45,0);\,(0,\tfrac35,0)\big),\quad l_2=\big((0,-\tfrac35,0);\,(0,\tfrac45,0)\big).$$

Each has squared length $\tfrac9{25}+\tfrac{16}{25}=1$. The vector $l_0$ has no $y$ components, so it is orthogonal to the other two, and $\langle l_1,l_2\rangle=-\tfrac{12}{25}+\tfrac{12}{25}=0$. The rotation about $z$ sends $(x,y,z)$ to $(-y,x,0)$, so $Jl_0=\big((0,\tfrac35,0);\,(0,0,0)\big)$, with squared length $\tfrac9{25}=1-(\tfrac45)^2$. The overlaps are $\zeta_{00}=0$, $\zeta_{01}=\tfrac35\cdot\tfrac45=\tfrac{12}{25}$ and $\zeta_{02}=-\tfrac35\cdot\tfrac35=-\tfrac9{25}$. For the family $\{l_0,l_1\}$ the row sum is $\tfrac{144}{625}=0.2304$, below the bound $0.36$. Adding $l_2$ raises it to $\tfrac{144+81}{625}=0.36$, which meets the bound, since $Jl_0$ lies in the span of $l_1$ and $l_2$. Any three further vectors that complete an orthonormal set of six have zero overlap with $Jl_0$, in agreement with the equality. These numbers were worked on paper, for vectors chosen for their simple entries, and they do not appear in the Lean file.

## The file

```lean
import Mathlib

open Matrix Finset

namespace CoriolisConstants

noncomputable section

variable {ι K : Type*} [Fintype ι]

/-- Scalar product of two mass-weighted displacements of all atoms. -/
def dot (a b : ι → Fin 3 → ℝ) : ℝ := ∑ i, a i ⬝ᵥ b i

/-- The mode vectors `l k` are orthonormal in the space of displacements of all atoms. -/
def OrthonormalModes [DecidableEq K] (l : K → ι → Fin 3 → ℝ) : Prop :=
  ∀ k m, dot (l k) (l m) = if k = m then 1 else 0

/-- Coriolis coupling of two displacements about the axis `n`: the component along `n`
of the sum over atoms of `a i × b i`. -/
def coriolis (n : Fin 3 → ℝ) (a b : ι → Fin 3 → ℝ) : ℝ := n ⬝ᵥ ∑ i, a i ⨯₃ b i

/-- Coriolis constant about z: the z-component of the sum over atoms of `l k i × l m i`. -/
def zeta (l : K → ι → Fin 3 → ℝ) (k m : K) : ℝ := (∑ i, l k i ⨯₃ l m i) 2

/-- Infinitesimal rotation about `n` applied to the displacement of every atom. -/
def rot (n : Fin 3 → ℝ) (a : ι → Fin 3 → ℝ) : ι → Fin 3 → ℝ := fun i => n ⨯₃ a i

/-- The Coriolis coupling changes sign when the two displacements are exchanged. -/
theorem coriolis_antisymm (n : Fin 3 → ℝ) (a b : ι → Fin 3 → ℝ) :
    coriolis n a b = -coriolis n b a := by
  unfold coriolis
  rw [← dotProduct_neg, ← Finset.sum_neg_distrib]
  congr 1
  exact Finset.sum_congr rfl fun i _ => (cross_anticomm _ _).symm

/-- The Coriolis coupling is the overlap of the rotated first displacement with the second. -/
theorem coriolis_eq_dot (n : Fin 3 → ℝ) (a b : ι → Fin 3 → ℝ) :
    coriolis n a b = dot (rot n a) b := by
  unfold coriolis dot rot
  rw [dotProduct_sum]
  refine Finset.sum_congr rfl fun i _ => ?_
  -- cyclic rule: n · (a × b) = a · (b × n) = b · (n × a)
  calc n ⬝ᵥ (a i ⨯₃ b i) = a i ⬝ᵥ (b i ⨯₃ n) := triple_product_permutation _ _ _
    _ = b i ⬝ᵥ (n ⨯₃ a i) := triple_product_permutation _ _ _
    _ = (n ⨯₃ a i) ⬝ᵥ b i := dotProduct_comm _ _

/-- The squared length of the rotated displacement is `|n|² |a|²` minus the sum over atoms
of the squared components along `n`. -/
theorem dot_rot_rot (n : Fin 3 → ℝ) (a : ι → Fin 3 → ℝ) :
    dot (rot n a) (rot n a) = (n ⬝ᵥ n) * dot a a - ∑ i, (n ⬝ᵥ a i) ^ 2 := by
  unfold dot rot
  rw [Finset.mul_sum, ← Finset.sum_sub_distrib]
  refine Finset.sum_congr rfl fun i _ => ?_
  rw [cross_dot_cross, dotProduct_comm (a i) n]
  ring

/-- Bessel's inequality: the squared overlaps of a displacement with orthonormal modes
add up to at most its squared length. -/
theorem bessel [Fintype K] [DecidableEq K] {l : K → ι → Fin 3 → ℝ}
    (hl : OrthonormalModes l) (v : ι → Fin 3 → ℝ) :
    ∑ m, dot v (l m) ^ 2 ≤ dot v v := by
  have comm : ∀ a b : ι → Fin 3 → ℝ, dot a b = dot b a := fun a b =>
    Finset.sum_congr rfl fun i _ => dotProduct_comm _ _
  have lin : ∀ (u : ι → Fin 3 → ℝ) (c : K → ℝ),
      dot u (∑ m, c m • l m) = ∑ m, c m * dot u (l m) := by
    intro u c
    simp only [dot, Finset.sum_apply, Pi.smul_apply, dotProduct_sum, dotProduct_smul,
      smul_eq_mul, Finset.mul_sum]
    exact Finset.sum_comm
  -- w is the projection of v on the span of the modes
  obtain ⟨w, hw⟩ : ∃ w, w = ∑ m, dot v (l m) • l m := ⟨_, rfl⟩
  have hu : ∀ u, dot u w = ∑ m, dot v (l m) * dot u (l m) := fun u => by
    rw [hw]
    exact lin u _
  have h1 : dot v w = ∑ m, dot v (l m) ^ 2 := by
    rw [hu]
    exact Finset.sum_congr rfl fun m _ => by ring
  have h2 : ∀ k, dot w (l k) = dot v (l k) := by
    intro k
    have hk : ∀ m, dot (l k) (l m) = if k = m then 1 else 0 := hl k
    rw [comm w, hu]
    simp [hk]
  have h3 : dot w w = ∑ m, dot v (l m) ^ 2 := by
    rw [hu]
    exact Finset.sum_congr rfl fun m _ => by rw [h2]; ring
  -- the residual v - w has nonnegative squared length
  have h4 : 0 ≤ dot (v - w) (v - w) :=
    Finset.sum_nonneg fun i _ => Finset.sum_nonneg fun j _ => mul_self_nonneg _
  have h5 : dot (v - w) (v - w) = dot v v - dot v w - dot w v + dot w w := by
    simp only [dot, Pi.sub_apply, sub_dotProduct, dotProduct_sub, Finset.sum_sub_distrib]
    ring
  have h6 := comm w v
  linarith

/-- For orthonormal modes and a unit axis, the squared Coriolis constants of mode `k` add up
to at most one minus the summed squared components of mode `k` along the axis. -/
theorem sum_sq_coriolis_le [Fintype K] [DecidableEq K] {l : K → ι → Fin 3 → ℝ}
    (hl : OrthonormalModes l) {n : Fin 3 → ℝ} (hn : n ⬝ᵥ n = 1) (k : K) :
    ∑ m, coriolis n (l k) (l m) ^ 2 ≤ 1 - ∑ i, (n ⬝ᵥ l k i) ^ 2 := by
  have h := bessel hl (rot n (l k))
  rw [dot_rot_rot, hn, hl k k, if_pos rfl, one_mul] at h
  simpa only [coriolis_eq_dot] using h

/-- For orthonormal modes and any unit axis, the Coriolis constants are antisymmetric, at most
one in absolute value, and their squares summed over the second mode give at most one. -/
theorem coriolis_bounds [Fintype K] [DecidableEq K] {l : K → ι → Fin 3 → ℝ}
    (hl : OrthonormalModes l) {n : Fin 3 → ℝ} (hn : n ⬝ᵥ n = 1) (k m : K) :
    coriolis n (l k) (l m) = -coriolis n (l m) (l k) ∧ |coriolis n (l k) (l m)| ≤ 1 ∧
      ∑ j, coriolis n (l k) (l j) ^ 2 ≤ 1 := by
  have h1 := sum_sq_coriolis_le hl hn k
  have h2 : 0 ≤ ∑ i, (n ⬝ᵥ l k i) ^ 2 := Finset.sum_nonneg fun i _ => sq_nonneg _
  -- one term is bounded by the whole sum
  have h3 : coriolis n (l k) (l m) ^ 2 ≤ ∑ j, coriolis n (l k) (l j) ^ 2 :=
    Finset.single_le_sum (f := fun j => coriolis n (l k) (l j) ^ 2)
      (fun j _ => sq_nonneg _) (Finset.mem_univ m)
  have h4 : coriolis n (l k) (l m) ^ 2 ≤ 1 := by linarith
  refine ⟨coriolis_antisymm _ _ _, abs_le.2 ⟨?_, ?_⟩, by linarith⟩
  · nlinarith
  · nlinarith

/-- For orthonormal modes the Coriolis constants about z satisfy `ζ_km = -ζ_mk`,
`|ζ_km| ≤ 1` and `∑_j ζ_kj² ≤ 1`. -/
theorem zeta_bounds [Fintype K] [DecidableEq K] {l : K → ι → Fin 3 → ℝ}
    (hl : OrthonormalModes l) (k m : K) :
    zeta l k m = -zeta l m k ∧ |zeta l k m| ≤ 1 ∧ ∑ j, zeta l k j ^ 2 ≤ 1 := by
  have hz : ∀ v : Fin 3 → ℝ, (Pi.single 2 1 : Fin 3 → ℝ) ⬝ᵥ v = v 2 := fun v => by
    rw [single_dotProduct, one_mul]
  have hn : (Pi.single 2 1 : Fin 3 → ℝ) ⬝ᵥ (Pi.single 2 1 : Fin 3 → ℝ) = 1 := by
    rw [hz]
    simp
  have h := coriolis_bounds hl hn k m
  simpa only [coriolis, zeta, hz] using h

/-- For a set of 3N orthonormal vectors and a unit axis, the squared Coriolis constants of
vector `k` add up exactly to one minus its summed squared components along the axis. -/
theorem sum_sq_coriolis_complete [DecidableEq ι] {l : ι × Fin 3 → ι → Fin 3 → ℝ}
    (hl : OrthonormalModes l) {n : Fin 3 → ℝ} (hn : n ⬝ᵥ n = 1) (k : ι × Fin 3) :
    ∑ m, coriolis n (l k) (l m) ^ 2 = 1 - ∑ i, (n ⬝ᵥ l k i) ^ 2 := by
  have flat : ∀ a b : ι → Fin 3 → ℝ,
      dot a b = ∑ p : ι × Fin 3, a p.1 p.2 * b p.1 p.2 := fun a b => by
    simp only [dot, dotProduct, Fintype.sum_prod_type]
  let M : Matrix (ι × Fin 3) (ι × Fin 3) ℝ := Matrix.of fun m p => l m p.1 p.2
  have h1 : M * Mᵀ = 1 := by
    ext a b
    rw [Matrix.mul_apply, Matrix.one_apply, ← hl a b, flat]
    rfl
  -- the matrix of mode components is square, so orthonormality gives completeness
  have h2 : Mᵀ * M = 1 := mul_eq_one_comm.1 h1
  let u : ι × Fin 3 → ℝ := fun p => rot n (l k) p.1 p.2
  have h3 : (M *ᵥ u) ⬝ᵥ (M *ᵥ u) = u ⬝ᵥ u := by
    rw [Matrix.dotProduct_mulVec, ← Matrix.vecMul_transpose M u, Matrix.vecMul_vecMul, h2,
      Matrix.vecMul_one]
  have h4 : ∀ m, coriolis n (l k) (l m) = (M *ᵥ u) m := fun m => by
    rw [coriolis_eq_dot, flat]
    exact Finset.sum_congr rfl fun p _ => mul_comm _ _
  have h5 : u ⬝ᵥ u = dot (rot n (l k)) (rot n (l k)) := by
    rw [flat (rot n (l k)) (rot n (l k))]
    rfl
  rw [dot_rot_rot, hn, hl k k, if_pos rfl, one_mul] at h5
  rw [← h5, ← h3]
  exact Finset.sum_congr rfl fun m _ => by rw [h4, sq]

/-- Two modes of four atoms with amplitudes `(1, -1, -1, 1) / 2`, the first along x and the
second along y. -/
def bendPair : Fin 2 → Fin 4 → Fin 3 → ℝ :=
  ![![![1 / 2, 0, 0], ![-1 / 2, 0, 0], ![-1 / 2, 0, 0], ![1 / 2, 0, 0]],
    ![![0, 1 / 2, 0], ![0, -1 / 2, 0], ![0, -1 / 2, 0], ![0, 1 / 2, 0]]]

/-- The two modes of `bendPair` are orthonormal and their Coriolis constant about z is one. -/
theorem zeta_witness : OrthonormalModes bendPair ∧ zeta bendPair 0 1 = 1 := by
  constructor
  · intro k m
    fin_cases k <;> fin_cases m <;>
      simp [dot, bendPair, dotProduct, Fin.sum_univ_succ] <;> norm_num
  · simp [zeta, bendPair, Fin.sum_univ_four, cross_apply]
    norm_num

end

end CoriolisConstants
```

```lean
#print axioms CoriolisConstants.coriolis_bounds
-- 'CoriolisConstants.coriolis_bounds' depends on axioms: [propext, Classical.choice, Quot.sound]
#print axioms CoriolisConstants.zeta_bounds
-- 'CoriolisConstants.zeta_bounds' depends on axioms: [propext, Classical.choice, Quot.sound]
#print axioms CoriolisConstants.sum_sq_coriolis_complete
-- 'CoriolisConstants.sum_sq_coriolis_complete' depends on axioms: [propext, Classical.choice, Quot.sound]
```

## The statements in words

Atoms are indexed by a finite type `ι` and modes by a type `K`, finite in the theorems that sum over it. A displacement has type `ι → Fin 3 → ℝ`, and a family of modes has type `K → ι → Fin 3 → ℝ`, so `l k i` is $l_{k,i}$. The components 0, 1, 2 of `Fin 3` are $x$, $y$, $z$, and `⨯₃` is the cross product whose component 2 is $a^xb^y-a^yb^x$ for vectors $a$ and $b$. The definitions `dot`, `coriolis` and `rot` are $\langle a,b\rangle$, $\zeta^n(a,b)$ and $J$. The scalar product carries no masses, which fixes the convention that all vectors are mass-weighted. `OrthonormalModes l` is the condition $\langle l_k,l_m\rangle=\delta_{km}$, and `zeta l k m` is component `2` of the summed cross products, with $k$ as the left factor.

`coriolis_bounds` takes `hl : OrthonormalModes l` and `hn : n ⬝ᵥ n = 1` and concludes the three properties for any `k` and `m`, the sum running over all `j` in `K`, including `k`. `zeta_bounds` states the same three properties for `zeta` and needs `hl` alone. `sum_sq_coriolis_le` is the sharper inequality under `hl` and `hn`. `sum_sq_coriolis_complete` is the equality, and it expresses the count $3N$ by indexing the vectors with `ι × Fin 3`. The pair serves purely as a label for one of $3N$ vectors and does not tie that vector to an atom or a direction. The sharper inequality and the equality are stated for `coriolis`, and the $z$ axis is the case where `n` is `Pi.single 2 1`, the vector $(0,0,1)$.

`bendPair` holds two normalised vectors on four atoms with amplitudes $\tfrac12(1,-1,-1,1)$, mode 0 along $x$ and mode 1 along $y$. `zeta_witness` states that they are orthonormal and that `zeta bendPair 0 1 = 1`, which is the sum of four terms equal to $\tfrac14$. The constant 1 in $|\zeta_{km}|\le1$ is thus attained, and the same single term already brings the row sum of mode 0 up to its limit of 1.

## How the proof follows the derivation

`coriolis_antisymm` moves the minus sign through the scalar product with `n` and through the sum, then applies `cross_anticomm` to each atom. `coriolis_eq_dot` distributes `n` over the sum, and its `calc` block is the displayed chain of two applications of `triple_product_permutation`. `dot_rot_rot` works atom by atom with `cross_dot_cross`, the formula for the scalar product of two cross products, which reduces to Lagrange's identity when both are $n\times a_i$. None of these three lemmas assumes a unit axis or normalised vectors.

In `bessel`, `comm` and `lin` give symmetry of `dot` and its linearity over a combination of modes, and `w` is the projection. The steps `h1`, `h2` and `h3` compute $\langle v,w\rangle$, $\langle w,l_k\rangle$ and $\langle w,w\rangle$, and orthonormality enters in `h2` alone. Then `h4` is the nonnegativity of the squared residual as a double sum of squares, `h5` expands it into four terms, and `linarith` combines these relations into the inequality.

`sum_sq_coriolis_le` applies `bessel` to `rot n (l k)`, rewrites the right side with `dot_rot_rot`, `hn` and `hl k k`, and converts overlaps to Coriolis constants with `coriolis_eq_dot`. In `coriolis_bounds`, `h2` is the nonnegativity of the subtracted term, `h3` bounds one term by the row sum through `Finset.single_le_sum`, and `nlinarith` passes from $\zeta^2\le1$ to $-1\le\zeta$ and $\zeta\le1$. `zeta_bounds` shows in `hz` that the scalar product with `Pi.single 2 1` extracts component 2, deduces that this axis has unit length, and specialises.

In `sum_sq_coriolis_complete`, `flat` rewrites `dot` as a sum over the combined index $p$. Step `h1` is $MM^T=1$, `h2` is $M^TM=1$ by `mul_eq_one_comm`, `h3` is $|Mu|^2=|u|^2$, `h4` is $\zeta^n_{km}=(Mu)_m$, and `h5` evaluates $|u|^2$ with `dot_rot_rot`. `zeta_witness` checks the four overlaps and the one cross-product sum by direct evaluation.

## Scope for an implementation

The inequalities hold for any finite number of atoms and any finite orthonormal family, from a single atom and a single vector upwards, while the equality is proved for a full set of $3N$ vectors. Orthonormality is assumed. The file contains no masses, geometry, Hessian or frequencies, so it does not show that a diagonalisation produces orthonormal vectors, and it imposes no Eckart conditions. The vectors need not be orthogonal to translations and rotations, which makes the results valid for vibrational modes, for localised modes obtained by an orthogonal mixing, and for the full eigenvector set alike. For the same reason `bendPair` is an orthonormal pair with the pattern of a degenerate bend, and no molecule is attached to it.

For the vibrational modes alone, $3N-6$ of them in a nonlinear molecule, the file gives the inequality and no value for the gap. Sum rules over vibrational modes that involve the moments of inertia need the rotation vectors explicitly and are not derived. Each statement concerns one axis, so sums of products of constants about two different axes are not treated. The vectors are real, which leaves out complex modes such as phonon eigenvectors at a general wave vector.

All arithmetic is exact. The theorems give no error bound for vectors that are orthonormal only to rounding accuracy, so the tolerance of a numerical check has to be chosen separately. A violation of the bounds well beyond rounding shows that the vectors are not orthonormal, that the axis is not a unit vector, or that the sum was coded wrongly. A violation of the equality can also mean that the set holds fewer than $3N$ vectors. A pass shows less, because every orthonormal family satisfies the bounds, including one with the wrong eigenvectors. The checks also leave the sign of an individual $\zeta^n_{km}$ open, since replacing $l_k$ by $-l_k$ keeps the family orthonormal and reverses row $k$ and column $k$.
